# The n-body energy is additive over two disjoint groups of fragments when only non-empty clusters inside one group have non-zero increments

A many-body expansion writes the energy of a cluster of fragments as a sum of increments, one for each subcluster, and the n-body energy keeps only the subclusters with at most n fragments. The theorem `truncated_split` takes a finite cluster `S` and disjoint groups `A` and `B`, and says that the n-body energy of `S` is the sum of those of `S ∩ A` and `S ∩ B`. It assumes that the increment is zero for the empty cluster and for every subcluster of `S` contained in neither group; the energy `E` is otherwise any real-valued function of finite sets of fragments. The proof writes all three energies as sums over the subclusters of `S` and compares them term by term, using the step `hp`, which says that the subclusters of `S ∩ C` are the subclusters of `S` that lie in `C`.

Lean 4 with Mathlib refuses this proof:

```lean
import Mathlib

open Finset

namespace ManyBodyExpansion

noncomputable section

variable {ι : Type*} [DecidableEq ι]

/-- The many-body increment of a cluster `S`: the inclusion-exclusion sum of the energies
of all its subclusters. -/
def increment (E : Finset ι → ℝ) (S : Finset ι) : ℝ :=
  ∑ T ∈ S.powerset, (-1) ^ (S.card + T.card) * E T

/-- The `n`-body energy of a cluster `S`: the sum of the increments of all subclusters
with at most `n` fragments. -/
def truncated (E : Finset ι → ℝ) (n : ℕ) (S : Finset ι) : ℝ :=
  ∑ T ∈ S.powerset.filter (fun T => T.card ≤ n), increment E T

/-- If the increments of the empty cluster and of all subclusters lying in neither group
vanish, the `n`-body energy is additive over two disjoint groups. -/
theorem truncated_split {E : Finset ι → ℝ} {A B S : Finset ι} (n : ℕ)
    (hd : Disjoint A B) (h0 : increment E ∅ = 0)
    (hmix : ∀ T ⊆ S, ¬ T ⊆ A → ¬ T ⊆ B → increment E T = 0) :
    truncated E n S = truncated E n (S ∩ A) + truncated E n (S ∩ B) := by
  -- write each group's expansion as a restricted sum over subclusters of `S`
  have key : ∀ C : Finset ι, truncated E n (S ∩ C) =
      ∑ T ∈ S.powerset, if T ⊆ C then (if T.card ≤ n then increment E T else 0) else 0 := by
    intro C
    have hp : (S ∩ C).powerset = S.powerset.filter (fun T => T ⊆ C) := by
      ext T
      simp [subset_inter_iff]
    rw [truncated, hp, sum_filter, sum_filter]
  rw [key A, key B, truncated, sum_filter, ← sum_add_distrib]
  refine sum_congr rfl fun T hT => ?_
  by_cases hA : T ⊆ A <;> by_cases hB : T ⊆ B
  · -- only the empty cluster lies in both groups
    have hT0 : T = ∅ := eq_empty_of_forall_notMem fun x hx =>
      disjoint_left.mp hd (hA hx) (hB hx)
    subst hT0
    simp [h0]
  · simp [hA, hB]
  · simp [hA, hB]
  · simp [hA, hB, hmix T (mem_powerset.mp hT) hA hB]

end

end ManyBodyExpansion
```

The error:

```
Main.lean:31:71: error: unsolved goals
ι : Type u_1
inst✝ : DecidableEq ι
E : Finset ι → ℝ
A B S : Finset ι
n : ℕ
hd : Disjoint A B
h0 : increment E ∅ = 0
hmix : ∀ T ⊆ S, ¬T ⊆ A → ¬T ⊆ B → increment E T = 0
C T : Finset ι
⊢ (∃ a ⊆ S, ∃ b ⊆ C, a ∩ b = T) ↔ T ⊆ S ∧ T ⊆ C
Main.lean:33:12: warning: This simp argument is unused:
  subset_inter_iff

Hint: Omit it from the simp argument list.
  [apply] simp

Note: This linter can be disabled with `set_option linter.unusedSimpArgs false`
```

Diagnosis. The error is in `hp`, after `ext T` has reduced the equality of two families of sets to a statement about membership of `T`. The plan was for `simp` to turn the left side into `T ⊆ S ∩ C`, which `subset_inter_iff` would split into `T ⊆ S ∧ T ⊆ C`. But plain `simp` also uses Mathlib's default simp lemmas, and these rewrote the left side as the existence of `a ⊆ S` and `b ⊆ C` with `a ∩ b = T`. That is equivalent to the right side, but `simp` did not prove the equivalence, so the goal was left open. The form `T ⊆ S ∩ C` never appeared for `subset_inter_iff` to act on, which is why the warning calls it unused. Following the hint and omitting it would not have closed the goal.

The repair uses `simp only`, which leaves out the default simp lemmas, and names the lemmas needed. `mem_powerset` and `subset_inter_iff` turn the left side into `T ⊆ S ∧ T ⊆ C`, `mem_filter` and `mem_powerset` do the same for the right, and the goal closes.

Fix (accepted with no message):

```diff
@@ -31,5 +31,5 @@
     have hp : (S ∩ C).powerset = S.powerset.filter (fun T => T ⊆ C) := by
       ext T
-      simp [subset_inter_iff]
+      simp only [mem_powerset, mem_filter, subset_inter_iff]
     rw [truncated, hp, sum_filter, sum_filter]
   rw [key A, key B, truncated, sum_filter, ← sum_add_distrib]
```
